# Normalizing an embedded orbital with the energy slope of its self-energy

An embedding calculation with an energy-dependent self-energy S(E) returns an orbital u on the retained region, taken here to have unit length. To obtain the retained part of a normalized full state, u is multiplied by a factor c that accounts for the part of the state living in the environment. If the environment Hamiltonian D is Hermitian and the real energy E is not one of its eigenvalues, the modulus of c follows from u and the slope of S:

|c|² = 1 / (1 − ⟨u, S'(E)u⟩).

The setting is a finite orthonormal basis with fixed, energy-independent Hamiltonian blocks. The index types `m` and `n` label the retained region and the environment.

```lean
import Mathlib

open Matrix Filter Topology

namespace EmbeddedOrbitalNormalization

noncomputable section

variable {m n : Type*} [Fintype n] [DecidableEq n]
```

## The self-energy and its slope

The full Hamiltonian has blocks A (retained region), D (environment), and B and Bᴴ (coupling), where ᴴ is the conjugate transpose. The matrix E − D is `shifted D E`, with the real number E read as a complex multiple of the identity.

```lean
/-- The matrix `E - D` for an environment Hamiltonian `D` and a real energy `E`. -/
def shifted (D : Matrix n n ℂ) (E : ℝ) : Matrix n n ℂ :=
  (E : ℂ) • (1 : Matrix n n ℂ) - D
```

Write R(E) = (E − D)⁻¹ for the resolvent of the environment. The self-energy is

S(E) = B R(E) Bᴴ.

```lean
/-- The embedding self-energy `S(E) = B (E - D)⁻¹ Bᴴ`. -/
def selfEnergy (B : Matrix m n ℂ) (D : Matrix n n ℂ) (E : ℝ) : Matrix m m ℂ :=
  B * (shifted D E)⁻¹ * Bᴴ
```

The slope S'(E) is defined as the matrix of true derivatives of the entries of S with respect to real energy. The closed formula for it is therefore something to prove.

```lean
/-- The energy slope `S'(E)`: the matrix of derivatives of the entries of the self-energy. -/
def selfEnergySlope (B : Matrix m n ℂ) (D : Matrix n n ℂ) (E : ℝ) : Matrix m m ℂ :=
  Matrix.of fun i j => deriv (fun ε : ℝ => selfEnergy B D ε i j) E
```

## Differentiating the resolvent

Let z and E be two energies at which the resolvent exists. Inserting R(z)(z − D) = 1 and (E − D)R(E) = 1 gives

R(z) − R(E) = R(z)[(E − D) − (z − D)]R(E) = (E − z) R(z)R(E).

Invertibility appears in Lean as `IsUnit (shifted D E).det`: the determinant is nonzero. The `calc` block below follows the same two equalities.

```lean
/-- The resolvent identity for the environment at two energies. -/
theorem resolvent_sub (D : Matrix n n ℂ) {z E : ℝ}
    (hz : IsUnit (shifted D z).det) (hE : IsUnit (shifted D E).det) :
    (shifted D z)⁻¹ - (shifted D E)⁻¹
      = ((E : ℂ) - z) • ((shifted D z)⁻¹ * (shifted D E)⁻¹) := by
  have h : shifted D E - shifted D z = ((E : ℂ) - z) • (1 : Matrix n n ℂ) := by
    simp [shifted, sub_smul]
  calc (shifted D z)⁻¹ - (shifted D E)⁻¹
      = (shifted D z)⁻¹ * (shifted D E - shifted D z) * (shifted D E)⁻¹ := by
        rw [mul_sub, sub_mul, Matrix.mul_assoc, Matrix.mul_nonsing_inv _ hE,
          Matrix.nonsing_inv_mul _ hz, mul_one, one_mul]
    _ = _ := by rw [h, Matrix.mul_smul, mul_one, Matrix.smul_mul]
```

Multiplying by B on the left and Bᴴ on the right gives

S(z) − S(E) = (E − z) B R(z)R(E) Bᴴ.

```lean
/-- The difference of the self-energies at two energies, in terms of the two resolvents. -/
theorem selfEnergy_sub (B : Matrix m n ℂ) (D : Matrix n n ℂ) {z E : ℝ}
    (hz : IsUnit (shifted D z).det) (hE : IsUnit (shifted D E).det) :
    selfEnergy B D z - selfEnergy B D E
      = ((E : ℂ) - z) • (B * ((shifted D z)⁻¹ * (shifted D E)⁻¹) * Bᴴ) := by
  unfold selfEnergy
  rw [← Matrix.sub_mul, ← Matrix.mul_sub, resolvent_sub D hz hE, Matrix.mul_smul,
    Matrix.smul_mul]
```

For z ≠ E, division by z − E yields

[S(z) − S(E)] / (z − E) = −B R(z)R(E) Bᴴ.

As z → E, the right side tends to −B R(E)² Bᴴ, provided that R is continuous at E. It is, because R(z) is the adjugate of z − D divided by its determinant; both are continuous in z, and the determinant is nonzero at E. Hence

S'(E) = −B (E − D)⁻² Bᴴ.

In the proof, `hunit` says that invertibility persists near E, `hinv` is the continuity of the resolvent, and `ht` is the limit. The remaining lines identify the difference quotient with the expression whose limit was taken. Hermiticity of D is not used here.

```lean
/-- Where `E - D` is invertible, each entry of the self-energy is differentiable in the energy,
with derivative the corresponding entry of `-B (E - D)⁻² Bᴴ`. -/
theorem hasDerivAt_selfEnergy (B : Matrix m n ℂ) (D : Matrix n n ℂ) {E : ℝ}
    (hE : IsUnit (shifted D E).det) (i j : m) :
    HasDerivAt (fun ε : ℝ => selfEnergy B D ε i j)
      ((-(B * ((shifted D E)⁻¹ * (shifted D E)⁻¹) * Bᴴ)) i j) E := by
  have hc : Continuous (shifted D) := by
    show Continuous fun ε : ℝ => (ε : ℂ) • (1 : Matrix n n ℂ) - D
    exact (Complex.continuous_ofReal.smul continuous_const).sub continuous_const
  have hdet : Continuous fun ε : ℝ => (shifted D ε).det := hc.matrix_det
  -- invertibility persists at nearby energies
  have hunit : ∀ᶠ z in 𝓝 E, IsUnit (shifted D z).det :=
    (hdet.continuousAt.eventually_ne hE.ne_zero).mono fun z hz => isUnit_iff_ne_zero.mpr hz
  -- the resolvent is continuous at `E`
  have hinv : ContinuousAt (fun ε : ℝ => (shifted D ε)⁻¹) E := by
    have h : (fun ε : ℝ => (shifted D ε)⁻¹)
        = fun ε : ℝ => ((shifted D ε).det)⁻¹ • (shifted D ε).adjugate := by
      funext ε
      rw [Matrix.inv_def, Ring.inverse_eq_inv']
    rw [h]
    exact (hdet.continuousAt.inv₀ hE.ne_zero).smul hc.matrix_adjugate.continuousAt
  have hF : Continuous fun X : Matrix n n ℂ => (-(B * (X * (shifted D E)⁻¹) * Bᴴ)) i j :=
    (((continuous_const.matrix_mul (continuous_id.matrix_mul continuous_const)).matrix_mul
      continuous_const).neg).matrix_elem i j
  have ht := (hF.tendsto ((shifted D E)⁻¹)).comp hinv.tendsto
  -- the difference quotient is given by the resolvent identity
  rw [hasDerivAt_iff_tendsto_slope]
  refine (ht.mono_left nhdsWithin_le_nhds).congr' ?_
  filter_upwards [hunit.filter_mono nhdsWithin_le_nhds, self_mem_nhdsWithin] with z hz hne
  have hne' : z ≠ E := hne
  have hzE : (z : ℂ) - E ≠ 0 := sub_ne_zero.mpr (by exact_mod_cast hne')
  have h := congrFun (congrFun (selfEnergy_sub B D hz hE) i) j
  simp only [Matrix.sub_apply, Matrix.smul_apply, smul_eq_mul] at h
  simp only [Function.comp_apply, slope_def_module, h, Matrix.neg_apply, Complex.real_smul,
    Complex.ofReal_inv, Complex.ofReal_sub]
  rw [show (E : ℂ) - z = -((z : ℂ) - E) by ring, neg_mul, mul_neg, inv_mul_cancel_left₀ hzE]
```

## Eliminating the environment

Let x be the amplitude on the retained region and y the amplitude on the environment. The environment row of the eigenvalue problem reads (E − D)y = Bᴴx, and multiplying by R(E) solves it:

y = R(E) Bᴴ x.

The two directions of the equivalence multiply by R(E) and by E − D respectively.

```lean
/-- Where `E - D` is invertible, the environment equation `(E - D) y = Bᴴ x` has the unique solution
`y = (E - D)⁻¹ Bᴴ x`. -/
theorem environment_iff (B : Matrix m n ℂ) (D : Matrix n n ℂ) [Fintype m] {E : ℝ}
    (hE : IsUnit (shifted D E).det) (x : m → ℂ) (y : n → ℂ) :
    shifted D E *ᵥ y = Bᴴ *ᵥ x ↔ y = (shifted D E)⁻¹ *ᵥ (Bᴴ *ᵥ x) := by
  constructor
  · intro h
    rw [← h, Matrix.mulVec_mulVec, Matrix.nonsing_inv_mul _ hE, Matrix.one_mulVec]
  · intro h
    rw [h, Matrix.mulVec_mulVec, Matrix.mul_nonsing_inv _ hE, Matrix.one_mulVec]
```

The full eigenvalue equation consists of two rows:

Ax + By = Ex
Bᴴx + Dy = Ey.

The second is the environment equation. Substituting its solution into the first turns By into S(E)x, so that

(A + S(E))x = Ex.

Conversely, the embedded equation and the environment equation together restore both rows. In Lean, `Matrix.fromBlocks A B Bᴴ D` is the full Hamiltonian and `Sum.elim x y` is the full vector; `hs` splits the equation into rows, `h2` rearranges the second, and `hB` performs the substitution. The equivalence also admits the zero vector, and it needs no Hermiticity of A or D.

```lean
/-- Where `E - D` is invertible, the pair `(x, y)` solves the eigenvalue equation of the full
Hamiltonian at energy `E` exactly when `x` solves the embedded equation `(A + S(E)) x = E x` and `y`
solves the environment equation. -/
theorem full_iff_embedded [Fintype m] (A : Matrix m m ℂ) (B : Matrix m n ℂ)
    (D : Matrix n n ℂ) {E : ℝ} (hE : IsUnit (shifted D E).det) (x : m → ℂ) (y : n → ℂ) :
    Matrix.fromBlocks A B Bᴴ D *ᵥ Sum.elim x y = (E : ℂ) • Sum.elim x y ↔
      (A + selfEnergy B D E) *ᵥ x = (E : ℂ) • x ∧ shifted D E *ᵥ y = Bᴴ *ᵥ x := by
  have hs : Matrix.fromBlocks A B Bᴴ D *ᵥ Sum.elim x y = (E : ℂ) • Sum.elim x y ↔
      A *ᵥ x + B *ᵥ y = (E : ℂ) • x ∧ Bᴴ *ᵥ x + D *ᵥ y = (E : ℂ) • y := by
    rw [Matrix.fromBlocks_mulVec, Sum.elim_comp_inl, Sum.elim_comp_inr]
    constructor
    · intro h
      exact ⟨funext fun i => congrFun h (Sum.inl i), funext fun i => congrFun h (Sum.inr i)⟩
    · rintro ⟨h1, h2⟩
      rw [h1, h2]
      ext (i | i) <;> rfl
  have h2 : Bᴴ *ᵥ x + D *ᵥ y = (E : ℂ) • y ↔ shifted D E *ᵥ y = Bᴴ *ᵥ x := by
    have h : shifted D E *ᵥ y = (E : ℂ) • y - D *ᵥ y := by
      simp [shifted, Matrix.sub_mulVec, Matrix.smul_mulVec]
    rw [h, sub_eq_iff_eq_add, eq_comm]
  rw [hs, h2]
  -- eliminating `y` produces the self-energy
  refine and_congr_left fun hy => ?_
  have hB : B *ᵥ y = selfEnergy B D E *ᵥ x := by
    rw [(environment_iff B D hE x y).mp hy, selfEnergy, Matrix.mulVec_mulVec,
      Matrix.mulVec_mulVec, Matrix.mul_assoc]
  rw [hB, Matrix.add_mulVec]
```

## The norm hidden in the environment

Write ⟨a, b⟩ for the sum of conj(aᵢ)bᵢ, which is `star a ⬝ᵥ b` in Lean; thus ‖x‖² is `star x ⬝ᵥ x`, a complex number whose value is real. Take amplitudes x₁, y₁ at energy E₁ and x₂, y₂ at energy E₂, each pair satisfying its environment equation. Then

⟨y₁, y₂⟩ = ⟨R(E₁)Bᴴx₁, R(E₂)Bᴴx₂⟩ = ⟨x₁, B R(E₁)ᴴ R(E₂) Bᴴx₂⟩.

Since D is Hermitian and E₁ is real, R(E₁)ᴴ = R(E₁), which is `hR` in the proof. Therefore

⟨y₁, y₂⟩ = ⟨x₁, B R(E₁)R(E₂) Bᴴx₂⟩.

```lean
/-- The overlap of two environment amplitudes, possibly at different energies, as a matrix element
between the embedded amplitudes. -/
theorem environment_overlap [Fintype m] (B : Matrix m n ℂ) {D : Matrix n n ℂ}
    (hD : D.IsHermitian) {E₁ E₂ : ℝ} (h₁ : IsUnit (shifted D E₁).det)
    (h₂ : IsUnit (shifted D E₂).det) {x₁ x₂ : m → ℂ} {y₁ y₂ : n → ℂ}
    (hy₁ : shifted D E₁ *ᵥ y₁ = Bᴴ *ᵥ x₁) (hy₂ : shifted D E₂ *ᵥ y₂ = Bᴴ *ᵥ x₂) :
    star y₁ ⬝ᵥ y₂
      = star x₁ ⬝ᵥ ((B * ((shifted D E₁)⁻¹ * (shifted D E₂)⁻¹) * Bᴴ) *ᵥ x₂) := by
  -- the resolvent at a real energy is Hermitian
  have hR : ((shifted D E₁)⁻¹)ᴴ = (shifted D E₁)⁻¹ := by
    rw [Matrix.conjTranspose_nonsing_inv]
    congr 1
    simp [shifted, Matrix.conjTranspose_sub, Matrix.conjTranspose_smul, hD.eq]
  rw [(environment_iff B D h₁ x₁ y₁).mp hy₁, (environment_iff B D h₂ x₂ y₂).mp hy₂,
    Matrix.star_mulVec, Matrix.star_mulVec, Matrix.conjTranspose_conjTranspose, hR]
  simp only [← Matrix.dotProduct_mulVec, Matrix.mulVec_mulVec, Matrix.mul_assoc]
```

At equal energies and equal amplitudes, the matrix on the right is B R(E)² Bᴴ = −S'(E). Hence ‖y‖² = −⟨x, S'(E)x⟩, and adding ‖x‖² gives

‖x‖² + ‖y‖² = ⟨x, (1 − S'(E))x⟩.

The Lean theorem takes y through the equation (E − D)y = Bᴴx, which is equivalent to y = R(E)Bᴴx. It does not require x to solve the embedded eigenvalue equation. The step `hS` replaces the slope by its closed form, and the overlap formula finishes the proof.

```lean
/-- Normalization of an energy-dependent embedded orbital: `‖x‖² + ‖y‖² = ⟨x, (1 - S'(E)) x⟩` when
`D` is Hermitian, `E - D` is invertible and `y` solves the environment equation. -/
theorem embedded_normalization [Fintype m] [DecidableEq m] (B : Matrix m n ℂ)
    {D : Matrix n n ℂ} (hD : D.IsHermitian) {E : ℝ} (hE : IsUnit (shifted D E).det)
    {x : m → ℂ} {y : n → ℂ} (hy : shifted D E *ᵥ y = Bᴴ *ᵥ x) :
    star x ⬝ᵥ x + star y ⬝ᵥ y = star x ⬝ᵥ ((1 - selfEnergySlope B D E) *ᵥ x) := by
  have hS : selfEnergySlope B D E
      = -(B * ((shifted D E)⁻¹ * (shifted D E)⁻¹) * Bᴴ) := by
    ext i j
    exact (hasDerivAt_selfEnergy B D hE i j).deriv
  rw [hS, sub_neg_eq_add, Matrix.add_mulVec, Matrix.one_mulVec, dotProduct_add,
    environment_overlap B hD hE hE hy hy]
```

Without Hermiticity of D the identity fails already for 1×1 blocks. Take D = −i, B = 1, E = 0 and x = 1. Then y = 1/i = −i, so ‖x‖² + ‖y‖² = 2. But S(E) = 1/(E + i) has slope S'(0) = −1/i² = 1, so the right side is 0. (With a Hermitian A, this x does not solve the embedded eigenvalue equation, but the identity does not ask for that.) An absorbing environment, modelled by a complex potential, is thus not covered.

## Overlaps between different energies

Combining the overlap formula with the difference of self-energies gives

(E₁ − E₂)⟨y₁, y₂⟩ = −⟨x₁, (S(E₁) − S(E₂))x₂⟩.

For E₁ ≠ E₂, a finite difference of S thus takes the place of the slope. At E₁ = E₂ both sides vanish, and the equation says nothing about the overlap.

```lean
/-- For Hermitian `D` and two energies that are not eigenvalues of `D`, the overlap of two solutions
of the environment equation times the energy difference is minus the matrix element of the
difference of the self-energies. -/
theorem overlap_two_energies [Fintype m] (B : Matrix m n ℂ) {D : Matrix n n ℂ}
    (hD : D.IsHermitian) {E₁ E₂ : ℝ} (h₁ : IsUnit (shifted D E₁).det)
    (h₂ : IsUnit (shifted D E₂).det) {x₁ x₂ : m → ℂ} {y₁ y₂ : n → ℂ}
    (hy₁ : shifted D E₁ *ᵥ y₁ = Bᴴ *ᵥ x₁) (hy₂ : shifted D E₂ *ᵥ y₂ = Bᴴ *ᵥ x₂) :
    ((E₁ : ℂ) - E₂) * (star y₁ ⬝ᵥ y₂)
      = -(star x₁ ⬝ᵥ ((selfEnergy B D E₁ - selfEnergy B D E₂) *ᵥ x₂)) := by
  rw [selfEnergy_sub B D h₁ h₂, Matrix.smul_mulVec, dotProduct_smul, smul_eq_mul,
    environment_overlap B hD h₁ h₂ hy₁ hy₂]
  ring
```

## The weight of a normalized orbital

Finally, let x = c u with ⟨u, u⟩ = 1, let y solve the environment equation for this x, and let the full state be normalized: ‖c u‖² + ‖y‖² = 1. Pulling the scalar out of both slots of the inner product gives

1 = ⟨c u, (1 − S'(E))c u⟩ = |c|² (1 − ⟨u, S'(E)u⟩).

This fixes |c|² and leaves the phase of c free. Because −⟨u, S'(E)u⟩ = ‖R(E)Bᴴu‖² ≥ 0, the bracket is at least 1, and the retained weight |c|² lies between 0 and 1. The proof applies the normalization identity to `c • u`, inserts the two normalization conditions, and collects the scalars into `Complex.normSq c`, which is |c|².

```lean
/-- Let `D` be Hermitian and `E - D` invertible, and let `y` solve the environment equation for `c
u`. If the full state `(c u, y)` is normalized and `u` is a unit vector, the weight `|c|²` of the
embedded part satisfies `|c|² (1 - ⟨u, S'(E) u⟩) = 1`. -/
theorem embedded_weight [Fintype m] [DecidableEq m] (B : Matrix m n ℂ)
    {D : Matrix n n ℂ} (hD : D.IsHermitian) {E : ℝ} (hE : IsUnit (shifted D E).det)
    {u : m → ℂ} {y : n → ℂ} {c : ℂ} (hu : star u ⬝ᵥ u = 1)
    (hy : shifted D E *ᵥ y = Bᴴ *ᵥ (c • u))
    (hnorm : star (c • u) ⬝ᵥ (c • u) + star y ⬝ᵥ y = 1) :
    (Complex.normSq c : ℂ) * (1 - star u ⬝ᵥ (selfEnergySlope B D E *ᵥ u)) = 1 := by
  have h := embedded_normalization B hD hE hy
  rw [hnorm] at h
  simp only [Matrix.mulVec_smul, star_smul, smul_dotProduct, dotProduct_smul,
    Matrix.sub_mulVec, Matrix.one_mulVec, dotProduct_sub, hu, smul_eq_mul,
    Complex.star_def] at h
  rw [← Complex.mul_conj]
  linear_combination -h

end

end EmbeddedOrbitalNormalization
```

```lean
#print axioms EmbeddedOrbitalNormalization.full_iff_embedded
#print axioms EmbeddedOrbitalNormalization.embedded_normalization
#print axioms EmbeddedOrbitalNormalization.overlap_two_energies
#print axioms EmbeddedOrbitalNormalization.embedded_weight
```

```
'EmbeddedOrbitalNormalization.full_iff_embedded' depends on axioms: [propext, Classical.choice, Quot.sound]
'EmbeddedOrbitalNormalization.embedded_normalization' depends on axioms: [propext, Classical.choice, Quot.sound]
'EmbeddedOrbitalNormalization.overlap_two_energies' depends on axioms: [propext, Classical.choice, Quot.sound]
'EmbeddedOrbitalNormalization.embedded_weight' depends on axioms: [propext, Classical.choice, Quot.sound]
```
